# Host-atom three-body increments vanish exactly when a continuous embedding function is affine

An atom in a metal is surrounded by neighbours whose electron densities overlap at its site. An embedded-atom model assigns this host atom an energy $F(\rho)$ that depends on the total neighbour density $\rho$, and adds half of each of its pair bonds. Since $F$ acts on a sum, the effect of one neighbour can depend on which others are present. For which $F$ does this dependence disappear?

Let a set $S$ of neighbours contribute densities $\rho_j$ and bond energies $\varphi_j$. The host energy is

$$E(S)=F\Big(\sum_{j\in S}\rho_j\Big)+\tfrac12\sum_{j\in S}\varphi_j .$$

The three-body increment for neighbours $j\neq k$ is what remains after the one-neighbour contributions are removed. The bonds cancel, and with $a=\rho_j$, $b=\rho_k$,

$$E(\{j,k\})-E(\{j\})-E(\{k\})+E(\varnothing)=F(a+b)-F(a)-F(b)+F(0).$$

**Claim.** If $F$ is continuous on $[0,\infty)$, this increment vanishes for all $a,b\ge 0$ if and only if there are constants $c,m$ with $F(x)=c+mx$ for all $x\ge0$.

## From additivity to a straight line

If $F(x)=c+mx$, the increment is $c+m(a+b)-(c+ma)-(c+mb)+c=0$.

Conversely, suppose that all increments vanish, and put $G(x)=F(x)-F(0)$. Then $G(a+b)=G(a)+G(b)$ for $a,b\ge0$, and $G(0)=0$. Write $x_+=\max(x,0)$ and $x_-=\max(-x,0)$, so that $x=x_+-x_-$, and extend $G$ to the whole line by $H(x)=G(x_+)-G(x_-)$. From $(x+y)_+-(x+y)_-=x_+-x_-+y_+-y_-$ we get

$$(x+y)_++x_-+y_-=(x+y)_-+x_++y_+ .$$

All terms are nonnegative, so applying $G$ to both sides and splitting the sums gives $H(x+y)=H(x)+H(y)$. Repeated addition gives $H(nx)=nH(x)$, hence $H(x/n)=H(x)/n$ for $n\geq 1$; with $H(-x)=-H(x)$ this yields $H(q)=qH(1)$ for every rational $q$. Since $H$ is continuous, $H(x)=xH(1)$ for every real $x$. On $x\ge0$ this reads $G(x)=xG(1)$, that is,

$$F(x)=F(0)+\big(F(1)-F(0)\big)x .$$

Continuity is needed here. Extend $1,\sqrt2$ to a basis of $\mathbb R$ over $\mathbb Q$, and let $F$ be a $\mathbb Q$-linear map with $F(1)=0$ and $F(\sqrt2)=1$. It is additive, so every increment vanishes, but $F(0)=F(1)=0$ would force an affine $F$ to be zero everywhere.

## The equivalent pair potential

Let atoms $i=1,\dots,N$ at distances $r_{ij}$ have atomic density $f\ge0$ and pair potential $\varphi$. For affine $F$ the embedding energies sum to

$$\sum_i\Big(c+m\sum_{j\ne i}f(r_{ij})\Big)=Nc+\tfrac12\sum_i\sum_{j\neq i}2m\,f(r_{ij}),$$

so the total energy is $Nc$ plus that of the pair potential $\varphi+2mf$. Here $c$ is the energy of an isolated atom and $m$ the change in embedding energy per unit of added density. Replacing $m$ by $m+\delta$ and $\varphi$ by $\varphi-2\delta f$ leaves the total energy of every configuration unchanged. So in a finite one-species model with affine $F$ and fixed $f$, energies and forces alone cannot determine $m$ if $\varphi$ may be any function of distance; a restricted form for $\varphi$ can remove this freedom.

The square-root form $F(x)=-A\sqrt x$ behaves differently. The constant $A>0$ sets the strength of cohesion, and the increment is $A(\sqrt a+\sqrt b-\sqrt{a+b})$. For $a,b>0$ it is positive, because $(\sqrt a+\sqrt b)^2=a+b+2\sqrt{ab}>a+b$: two neighbours together bind the host less than their separate contributions suggest.

## Energies and increments in Lean

```lean
import Mathlib

open Finset

namespace EmbeddedAtomThreeBody

noncomputable section
```

The embedding function is a map `ℝ → ℝ`, but the theorems about affine functions constrain it only at nonnegative densities.

```lean
/-- The three-body increment of a host atom with embedding function `F` and two neighbours
that contribute the densities `a` and `b`. -/
def threeBodyIncrement (F : ℝ → ℝ) (a b : ℝ) : ℝ := F (a + b) - F a - F b + F 0

/-- The energy of a host atom surrounded by the set `S` of neighbours: the embedding energy in
their summed density `ρ`, plus half of each pair bond `φ`. -/
def hostEnergy {ι : Type*} (F : ℝ → ℝ) (ρ φ : ι → ℝ) (S : Finset ι) : ℝ :=
  F (∑ j ∈ S, ρ j) + (1 / 2) * ∑ j ∈ S, φ j
```

In `hostEnergy`, `ρ` and `φ` list the density and the bond energy of each neighbour. Only the host's energy is counted; the embedding energies of the neighbours themselves are left out.

```lean
/-- The energy of atoms at positions `R` interacting through the pair potential `φ`. -/
def pairEnergy {ι X : Type*} [Fintype ι] [DecidableEq ι] [MetricSpace X]
    (φ : ℝ → ℝ) (R : ι → X) : ℝ :=
  (1 / 2) * ∑ i, ∑ j ∈ univ.erase i, φ (dist (R i) (R j))

/-- The embedded-atom energy of atoms at positions `R`, with embedding function `F`, atomic
density `f` and pair potential `φ`. -/
def eamEnergy {ι X : Type*} [Fintype ι] [DecidableEq ι] [MetricSpace X]
    (F f φ : ℝ → ℝ) (R : ι → X) : ℝ :=
  ∑ i, F (∑ j ∈ univ.erase i, f (dist (R i) (R j))) + pairEnergy φ R
```

For whole configurations, `f` and `φ` are functions of distance. The sum over `univ.erase i` runs over all atoms except $i$, and the factor $\tfrac12$ corrects for counting each pair twice. Positions lie in any metric space, ordinary three-dimensional space included. The number of atoms is finite, so an infinite crystal is not covered, and all atoms share the same three functions, so neither is an alloy with species-dependent ones.

```lean
/-- Inclusion–exclusion of the host energy over two distinct neighbours leaves the increment of
the embedding function alone. -/
theorem hostEnergy_inclusion_exclusion {ι : Type*} [DecidableEq ι] (F : ℝ → ℝ) (ρ φ : ι → ℝ)
    {j k : ι} (hjk : j ≠ k) :
    hostEnergy F ρ φ {j, k} - hostEnergy F ρ φ {j} - hostEnergy F ρ φ {k} + hostEnergy F ρ φ ∅
      = threeBodyIncrement F (ρ j) (ρ k) := by
  simp only [hostEnergy, threeBodyIncrement, sum_pair hjk, sum_singleton, sum_empty]
  ring
```

This is the cancellation of the bonds. The hypothesis `hjk` makes the two neighbours distinct, so that the sum over `{j, k}` has two terms.

## Additivity, continuity and the main equivalence

```lean
/-- A continuous function of nonnegative densities that is additive is proportional to the
density. -/
theorem linear_of_additive_on_densities {G : ℝ → ℝ} (hc : ContinuousOn G (Set.Ici 0))
    (hadd : ∀ a b, 0 ≤ a → 0 ≤ b → G (a + b) = G a + G b) (x : ℝ) (hx : 0 ≤ x) :
    G x = x * G 1 := by
  have h0 : G 0 = 0 := by
    have h := hadd 0 0 le_rfl le_rfl
    rw [add_zero] at h
    linarith
  have p : ∀ t : ℝ, 0 ≤ max t 0 := fun t => le_max_right _ _
  have e : ∀ t : ℝ, max t 0 - max (-t) 0 = t := by
    intro t
    rcases le_total t 0 with h | h
    · rw [max_eq_right h, max_eq_left (by linarith)]
      ring
    · rw [max_eq_left h, max_eq_right (by linarith)]
      ring
  -- the odd extension of `G` to the whole line is additive
  have hH : ∀ x y : ℝ, G (max (x + y) 0) - G (max (-(x + y)) 0)
      = (G (max x 0) - G (max (-x) 0)) + (G (max y 0) - G (max (-y) 0)) := by
    intro x y
    have key : max (x + y) 0 + (max (-x) 0 + max (-y) 0)
        = max (-(x + y)) 0 + (max x 0 + max y 0) := by
      linarith [e x, e y, e (x + y)]
    have h := congrArg G key
    have h1 := hadd _ _ (p (x + y)) (add_nonneg (p (-x)) (p (-y)))
    have h2 := hadd _ _ (p (-x)) (p (-y))
    have h3 := hadd _ _ (p (-(x + y))) (add_nonneg (p x) (p y))
    have h4 := hadd _ _ (p x) (p y)
    linarith
  have c1 : Continuous (fun x : ℝ => G (max x 0)) :=
    hc.comp_continuous (by fun_prop) (fun x => p x)
  have c2 : Continuous (fun x : ℝ => G (max x 0) - G (max (-x) 0)) :=
    c1.sub (c1.comp continuous_neg)
  -- continuity turns additivity into real homogeneity
  have h := map_real_smul
    (AddMonoidHom.mk' (fun x : ℝ => G (max x 0) - G (max (-x) 0)) hH) c2 x (1 : ℝ)
  rw [smul_eq_mul, smul_eq_mul, mul_one] at h
  change G (max x 0) - G (max (-x) 0) = x * (G (max 1 0) - G (max (-1) 0)) at h
  rw [max_eq_left hx, max_eq_right (neg_nonpos.mpr hx), max_eq_left (zero_le_one' ℝ),
    max_eq_right (by norm_num : (-1 : ℝ) ≤ 0), h0] at h
  linarith
```

The facts `p` and `e` say that $t_+\ge0$ and $t_+-t_-=t$. The identity `key` is the rearranged sum of positive and negative parts; applying `G` to it and using `hadd` four times gives `hH`, the additivity of $H$. The passage from rational to real multiples is supplied by `map_real_smul`, which takes the continuity `c2` as input. The last lines evaluate $H$ at $x\ge0$ and at $1$.

```lean
/-- For a continuous embedding function, the three-body increments vanish for all nonnegative
neighbour densities if and only if the embedding function is affine in the density. -/
theorem threeBodyIncrement_eq_zero_iff_affine {F : ℝ → ℝ} (hF : ContinuousOn F (Set.Ici 0)) :
    (∀ a b, 0 ≤ a → 0 ≤ b → threeBodyIncrement F a b = 0) ↔
      ∃ c m : ℝ, ∀ x, 0 ≤ x → F x = c + m * x := by
  constructor
  · intro h
    refine ⟨F 0, F 1 - F 0, fun x hx => ?_⟩
    -- measured from the empty site, the embedding energy is additive
    have hlin := linear_of_additive_on_densities (G := fun x => F x - F 0)
      (hF.sub continuousOn_const) (fun a b ha hb => by
        have hab := h a b ha hb
        unfold threeBodyIncrement at hab
        show F (a + b) - F 0 = (F a - F 0) + (F b - F 0)
        linarith) x hx
    change F x - F 0 = x * (F 1 - F 0) at hlin
    linarith
  · rintro ⟨c, m, h⟩ a b ha hb
    unfold threeBodyIncrement
    rw [h _ (add_nonneg ha hb), h a ha, h b hb, h 0 le_rfl]
    ring
```

`ContinuousOn F (Set.Ici 0)` is continuity on $[0,\infty)$. The forward direction applies the previous lemma to $F-F(0)$ and produces the constants $F(0)$ and $F(1)-F(0)$; the reverse direction substitutes the affine form.

## Single-neighbour terms and total energies

```lean
/-- For a continuous embedding function, the embedding energy in any finite set of neighbours is
a constant plus a sum of single-neighbour terms if and only if the function is affine. -/
theorem neighbour_additive_iff_affine {F : ℝ → ℝ} (hF : ContinuousOn F (Set.Ici 0)) :
    (∃ (e : ℝ) (v : ℝ → ℝ), ∀ (n : ℕ) (ρ : Fin n → ℝ), (∀ j, 0 ≤ ρ j) →
        F (∑ j, ρ j) = e + ∑ j, v (ρ j)) ↔
      ∃ c m : ℝ, ∀ x, 0 ≤ x → F x = c + m * x := by
  constructor
  · rintro ⟨e, v, h⟩
    rw [← threeBodyIncrement_eq_zero_iff_affine hF]
    intro a b ha hb
    -- compare no neighbour, one neighbour and two neighbours
    have h0 : F 0 = e := by simpa using h 0 (fun _ => 0) (fun _ => le_rfl)
    have h1 : ∀ t, 0 ≤ t → F t = e + v t := fun t ht => by
      simpa using h 1 (fun _ => t) (fun _ => ht)
    have h2 : F (a + b) = e + (v a + v b) := by
      have h' := h 2 ![a, b] (fun j => by fin_cases j <;> simp [ha, hb])
      simpa [Fin.sum_univ_two] using h'
    unfold threeBodyIncrement
    linarith [h1 a ha, h1 b hb]
  · rintro ⟨c, m, h⟩
    refine ⟨c, fun x => m * x, fun n ρ hρ => ?_⟩
    rw [h _ (sum_nonneg fun j _ => hρ j), mul_sum]
```

Here the pair-potential character is stated for the host: one constant `e` and one function `v` must serve every number of neighbours, none included. Taking $n=0,1,2$ gives $F(0)=e$, $F(t)=e+v(t)$ and $F(a+b)=e+v(a)+v(b)$, so the increment vanishes and the main theorem applies. Conversely, an affine $F$ allows $e=c$ and $v(x)=mx$.

```lean
/-- With an affine embedding function `c + m x`, the embedded-atom energy of any finite
configuration is `c` per atom plus the energy of the pair potential `φ + 2 m f`. -/
theorem eamEnergy_eq_pairEnergy_of_affine {ι X : Type*} [Fintype ι] [DecidableEq ι]
    [MetricSpace X] {F f : ℝ → ℝ} (φ : ℝ → ℝ) {c m : ℝ} (hF : ∀ x, 0 ≤ x → F x = c + m * x)
    (hf : ∀ r, 0 ≤ f r) (R : ι → X) :
    eamEnergy F f φ R
      = Fintype.card ι * c + pairEnergy (fun r => φ r + 2 * m * f r) R := by
  have h : ∀ i, F (∑ j ∈ univ.erase i, f (dist (R i) (R j)))
      = c + m * ∑ j ∈ univ.erase i, f (dist (R i) (R j)) :=
    fun i => hF _ (sum_nonneg fun j _ => hf _)
  simp only [eamEnergy, pairEnergy, h, sum_add_distrib, ← mul_sum, sum_const, card_univ,
    nsmul_eq_mul]
  ring
```

The hypothesis `hf` keeps each summed density nonnegative, where the affine form of `F` is known. The rest is the rearrangement of the double sum, with `Fintype.card ι` as $N$.

```lean
/-- The square-root embedding function `-A √ρ` with `A > 0` has a strictly positive three-body
increment for all positive neighbour densities. -/
theorem threeBodyIncrement_sqrt_pos {A a b : ℝ} (hA : 0 < A) (ha : 0 < a) (hb : 0 < b) :
    0 < threeBodyIncrement (fun x => -A * √x) a b := by
  have sa := Real.sqrt_pos.mpr ha
  have sb := Real.sqrt_pos.mpr hb
  -- the square root is strictly subadditive
  have h : √(a + b) < √a + √b := by
    rw [Real.sqrt_lt' (add_pos sa sb)]
    nlinarith [Real.sq_sqrt ha.le, Real.sq_sqrt hb.le, mul_pos sa sb]
  have h' := mul_pos hA (sub_pos.mpr h)
  simp only [threeBodyIncrement, Real.sqrt_zero]
  linarith

end

end EmbeddedAtomThreeBody
```

The lemma `Real.sqrt_lt'` turns the comparison of roots into $a+b<(\sqrt a+\sqrt b)^2$, and `nlinarith` closes it with the positive product $\sqrt a\,\sqrt b$. Multiplying the strict inequality by $A$ gives the sign of the increment.

```lean
#print axioms EmbeddedAtomThreeBody.threeBodyIncrement_eq_zero_iff_affine
#print axioms EmbeddedAtomThreeBody.neighbour_additive_iff_affine
#print axioms EmbeddedAtomThreeBody.eamEnergy_eq_pairEnergy_of_affine
#print axioms EmbeddedAtomThreeBody.threeBodyIncrement_sqrt_pos
```

```
'EmbeddedAtomThreeBody.threeBodyIncrement_eq_zero_iff_affine' depends on axioms: [propext, Classical.choice, Quot.sound]
'EmbeddedAtomThreeBody.neighbour_additive_iff_affine' depends on axioms: [propext, Classical.choice, Quot.sound]
'EmbeddedAtomThreeBody.eamEnergy_eq_pairEnergy_of_affine' depends on axioms: [propext, Classical.choice, Quot.sound]
'EmbeddedAtomThreeBody.threeBodyIncrement_sqrt_pos' depends on axioms: [propext, Classical.choice, Quot.sound]
```
